# In n alternating layers of neighbour swaps, n distinct orbitals on a line reverse their order and every pair is exchanged exactly once

**Q:** Put $n$ spin orbitals, called orbitals below, on a line of qubits that couple only to their neighbours, one orbital per qubit, and leave them there. A term coupling orbitals 0 and 5 has no neighbour gate to run on, and under the Jordan–Wigner map a hopping term between them also carries a string of $Z$ operators over the qubits in between. If I move orbitals around ad hoc, some pairs may meet twice and others never. What does the swap network guarantee?

**A:** It gives a fixed timetable. Number the sites $0,\dots,n-1$ and the layers $k=0,\dots,n-1$. Layer $k$ swaps the contents of sites $i$ and $i+1$ for every $i\equiv k \pmod 2$ with $i+1<n$. After $n$ layers the order is reversed, and each pair has been swapped in exactly one layer, sitting on neighbouring sites at that moment. For a Hamiltonian whose terms each involve at most two orbitals, one Trotter step can therefore visit all pairs in $n$ layers on an idealised line.

**Q:** Show me a small case first.

**A:** Take four orbitals, starting as ABCD.

| layer | swapped pairs | order afterwards |
|---|---|---|
| 0 | AB, CD | BADC |
| 1 | AD | BDAC |
| 2 | BD, AC | DBCA |
| 3 | BC | DCBA |

All six pairs occur once, and the order ends reversed.

**Q:** How is the rule written down formally?

**A:** As a map on sites. The orbital labels live in an arbitrary type `α`, and the sites are `Fin n`.

```lean
import Mathlib

namespace FermionicSwapNetwork

variable {n : ℕ} {α : Type*}
```

The function `partner` says where the content of site $i$ comes from in layer $k$. An end site without a partner keeps its content.

```lean
/-- The site whose content moves to site `i` in layer `k`: sites `i` and `i + 1` are
paired when `i` and `k` have equal parity, and an unpaired end site is left alone. -/
def partner (n k i : ℕ) : ℕ :=
  if i % 2 = k % 2 then (if i + 1 < n then i + 1 else i)
  else (if 0 < i then i - 1 else i)

theorem partner_lt {k i : ℕ} (hi : i < n) : partner n k i < n := by
  unfold partner
  split_ifs <;> omega

/-- Layer `k` of the swap network as a map on the `n` sites of the line. -/
def layer (k : ℕ) (i : Fin n) : Fin n := ⟨partner n k i.val, partner_lt i.isLt⟩
```

An initial arrangement is a map `a` from sites to labels, and `order a k` is the arrangement after $k$ layers, that is, just before layer $k$ acts.

```lean
/-- The arrangement of the orbitals after the first `k` layers, starting from `a`. -/
def order (a : Fin n → α) : ℕ → Fin n → α
  | 0 => a
  | k + 1 => fun i => order a k (layer k i)
```

**Q:** And what counts as two orbitals being exchanged?

**A:** Just before layer $k$, they must occupy the two sites of one of its swaps, in either order. That builds in adjacency, which is what a local interaction needs.

```lean
/-- Orbitals `x` and `y` sit on the two neighbouring sites of one swap of layer `k`. -/
def Exchanged (a : Fin n → α) (k : ℕ) (x y : α) : Prop :=
  ∃ i j : Fin n, j.val = i.val + 1 ∧ i.val % 2 = k % 2 ∧
    ((order a k i = x ∧ order a k j = y) ∨ (order a k i = y ∧ order a k j = x))
```

**Q:** Now the derivation. Why should every pair meet?

**A:** Follow one orbital. If it sits at site $i\equiv k$ before layer $k$, it is on the left of a swap and moves to $i+1$. Since $i+1\equiv k+1$, it moves right again in the next layer. At the right end it finds no partner, waits one layer, and then moves left. The left end works the same way. Tracing these paths backwards gives the initial site $o_k(i)$ of the orbital found at site $i$ after $k$ layers:

$$
o_k(i)=\begin{cases}
i-k, & i\equiv k,\ k\le i,\\
k-i-1, & i\equiv k,\ k>i,\\
i+k, & i\not\equiv k,\ i+k<n,\\
2n-1-i-k, & i\not\equiv k,\ i+k\ge n.
\end{cases}
$$

The first and third cases are orbitals that have not yet turned round; the other two have been reflected at an end. In Lean this is `origin n k i`, and for $k\le n$ its value is again a site.

```lean
/-- The initial site of the orbital found at site `i` after `k` layers, in closed form, for `k ≤ n`
and `i < n`. -/
def origin (n k i : ℕ) : ℕ :=
  if i % 2 = k % 2 then (if k ≤ i then i - k else k - i - 1)
  else (if i + k < n then i + k else 2 * n - 1 - i - k)

theorem origin_lt {k i : ℕ} (hk : k ≤ n) (hi : i < n) : origin n k i < n := by
  unfold origin
  split_ifs <;> omega
```

**Q:** Before you use that, `Exchanged` only says where the orbitals sit. Does the layer really swap them?

**A:** It does, and that is a separate lemma: for paired sites, the content of each after layer $k$ is the content of the other before it.

```lean
/-- Layer `k` interchanges the contents of sites `i` and `i + 1` whenever `i` and `k`
have equal parity. -/
theorem layer_swaps (a : Fin n → α) (k : ℕ) (i j : Fin n)
    (hj : j.val = i.val + 1) (hpar : i.val % 2 = k % 2) :
    order a (k + 1) i = order a k j ∧ order a (k + 1) j = order a k i := by
  have hjn := j.isLt
  constructor
  · refine congrArg (order a k) (Fin.ext ?_)
    show partner n k i.val = j.val
    unfold partner
    split_ifs <;> omega
  · refine congrArg (order a k) (Fin.ext ?_)
    show partner n k j.val = i.val
    unfold partner
    split_ifs <;> omega
```

**Q:** Then prove the formula for $o_k(i)$.

**A:** By induction on $k$. At $k=0$, even sites fall under the first case and odd sites under the third, so $o_0(i)=i$. For the step, let $i'$ be the partner of $i$ in layer $k$, with $k<n$. We need $o_k(i')=o_{k+1}(i)$.

- If $i\not\equiv k$ and $i>0$, then $i'=i-1\equiv k$. For $k\le i-1$ both sides are $i-1-k$; otherwise both are $k-i$.
- If $i\not\equiv k$ and $i=0$, then $i'=0$, and both sides are $k$.
- If $i\equiv k$ and $i+1<n$, then $i'=i+1\not\equiv k$. For $i+1+k<n$ both sides are $i+1+k$; otherwise both are $2n-2-i-k$.
- If $i\equiv k$ and $i=n-1$, then $i'=i$, and both sides are $n-1-k$.

The Lean proof makes the same split with `split_ifs` and leaves the linear arithmetic in each case to `omega`.

```lean
/-- After `k ≤ n` layers, site `i` holds the orbital that started at site `origin n k i`. -/
theorem order_eq (a : Fin n → α) (k : ℕ) (hk : k ≤ n) (i : Fin n) :
    order a k i = a ⟨origin n k i.val, origin_lt hk i.isLt⟩ := by
  induction k generalizing i with
  | zero =>
    refine congrArg a (Fin.ext ?_)
    show i.val = origin n 0 i.val
    have hi := i.isLt
    unfold origin
    split_ifs <;> omega
  | succ k ih =>
    show order a k (layer k i) = _
    rw [ih (by omega)]
    refine congrArg a (Fin.ext ?_)
    -- one more layer moves the orbital one step along its path
    show origin n k (partner n k i.val) = origin n (k + 1) i.val
    have hi := i.isLt
    unfold partner
    split_ifs <;> unfold origin <;> split_ifs <;> omega
```

Setting $k=n$ leaves only the second and fourth cases, and both give $o_n(i)=n-1-i$. That is the reversal.

**Q:** Could a pair be swapped and later swapped back?

**A:** No. Take a swap on sites $i,i+1$ in layer $k$, and let $p=o_k(i)$ and $q=o_k(i+1)$ be the initial sites of the left and right orbitals. Each has two possible forms, so there are four combinations:

| $p$ | $q$ | $q-p$ |
|---|---|---|
| $i-k$ | $i+k+1$ | $2k+1$ |
| $i-k$ | $2n-2-i-k$ | $2(n-1-i)$ |
| $k-i-1$ | $i+k+1$ | $2(i+1)$ |
| $k-i-1$ | $2n-2-i-k$ | $2(n-k)-1$ |

Each difference is positive because $i+1<n$ and $k<n$. The orbital on the left always started further left, so no swap undoes an earlier one.

```lean
/-- At every swap in the first `n` layers, the orbital on the left site also started further left.
-/
theorem origin_lt_origin_succ {k i : ℕ} (hk : k < n) (hi : i + 1 < n)
    (hpar : i % 2 = k % 2) : origin n k i < origin n k (i + 1) := by
  unfold origin
  split_ifs <;> omega
```

This reduces the question about labels to one about numbers. For distinct labels and $p<q$, the orbitals from $p$ and $q$ are exchanged in layer $k$ exactly when some swap of that layer has $o_k(i)=p$ and $o_k(i+1)=q$. Injectivity of `a` lets us pass from equal labels to equal initial sites, and the ordering lemma excludes the mirrored assignment.

```lean
/-- If all orbitals are distinct and `k < n`, those starting at sites `p < q` are exchanged in layer
`k` exactly when some swap of that layer has the orbital from `p` on its left site and the one from
`q` on its right. -/
theorem exchanged_iff {a : Fin n → α} (ha : Function.Injective a) {k : ℕ} (hk : k < n)
    {p q : Fin n} (hpq : p.val < q.val) :
    Exchanged a k (a p) (a q) ↔ ∃ i, i + 1 < n ∧ i % 2 = k % 2 ∧
      origin n k i = p.val ∧ origin n k (i + 1) = q.val := by
  constructor
  · rintro ⟨i, j, hj, hpar, h⟩
    have hi : i.val + 1 < n := hj ▸ j.isLt
    have hlt := origin_lt_origin_succ hk hi hpar
    rw [order_eq a k hk.le i, order_eq a k hk.le j] at h
    rcases h with ⟨h1, h2⟩ | ⟨h1, h2⟩
    · have e1 : origin n k i.val = p.val := congrArg Fin.val (ha h1)
      have e2 : origin n k j.val = q.val := congrArg Fin.val (ha h2)
      rw [hj] at e2
      exact ⟨i.val, hi, hpar, e1, e2⟩
    · have e1 : origin n k i.val = q.val := congrArg Fin.val (ha h1)
      have e2 : origin n k j.val = p.val := congrArg Fin.val (ha h2)
      rw [hj] at e2
      omega
  · rintro ⟨i, hi, hpar, h1, h2⟩
    refine ⟨⟨i, by omega⟩, ⟨i + 1, hi⟩, rfl, hpar, Or.inl ⟨?_, ?_⟩⟩
    · rw [order_eq a k hk.le]
      exact congrArg a (Fin.ext h1)
    · rw [order_eq a k hk.le]
      exact congrArg a (Fin.ext h2)
```

**Q:** That leaves existence and uniqueness of the layer.

**A:** Both come from solving the four rows for $k$ and $i$. Because $i\equiv k$, the parities of $p$ and $q$ tell us which row applies:

| $p$ | $q$ | $k$ | $i$ |
|---|---|---|---|
| even | odd | $(q-p-1)/2$ | $p+k$ |
| even | even | $n-1-(p+q)/2$ | $p+k$ |
| odd | odd | $(p+q)/2$ | $k-p-1$ |
| odd | even | $n-1-(q-p-1)/2$ | $k-p-1$ |

For existence, check that these values describe a real swap. From $0\le p<q<n$ we get $0\le k<n$ in every row. In the even-$p$ rows $i-k=p\ge0$, so the first form of $p$ applies; in the odd-$p$ rows $k-i-1=p\ge0$, so the second does. Both relations also give $i\equiv k$. In the odd-odd row $i=(q-p)/2-1\ge0$, and in the odd-even row $i=(2n-3-p-q)/2\ge0$ because $p+q\le 2n-3$.

For the right partner, $i+k+1=q<n$ when $q$ is odd, and $i+k+1=2n-1-q\ge n$ when $q$ is even, so the correct form of $q$ applies too. Finally, $i+1<n$: for odd $q$ this follows from $i+1\le q$; in the even-even row $i=n-1-(q-p)/2$ with $q-p\ge2$; in the odd-even row $i=k-p-1\le n-3$. Lean supplies the same layers and sites as witnesses, in equivalent expressions.

```lean
/-- For any two initial sites `p < q` there are a layer and a swap in it at which the
orbitals from `p` and `q` meet. -/
theorem exists_meeting {p q : ℕ} (hpq : p < q) (hq : q < n) :
    ∃ k i, k < n ∧ i + 1 < n ∧ i % 2 = k % 2 ∧
      origin n k i = p ∧ origin n k (i + 1) = q := by
  -- the parities of `p` and `q` decide which formulas for the layer and the site apply
  rcases Nat.mod_two_eq_zero_or_one p with hp | hp <;>
    rcases Nat.mod_two_eq_zero_or_one q with hq' | hq'
  · refine ⟨n - 1 - (p + q) / 2, n - 1 - (q - p) / 2,
      by omega, by omega, by omega, ?_, ?_⟩ <;> unfold origin <;> split_ifs <;> omega
  · refine ⟨(q - p - 1) / 2, p + (q - p - 1) / 2,
      by omega, by omega, by omega, ?_, ?_⟩ <;> unfold origin <;> split_ifs <;> omega
  · refine ⟨n - 1 - (q - p - 1) / 2, n - 2 - p - (q - p - 1) / 2,
      by omega, by omega, by omega, ?_, ?_⟩ <;> unfold origin <;> split_ifs <;> omega
  · refine ⟨(p + q) / 2, (q - p) / 2 - 1,
      by omega, by omega, by omega, ?_, ?_⟩ <;> unfold origin <;> split_ifs <;> omega
```

For uniqueness, a pair $(p,q)$ has definite parities, hence one row and one value of $k$. In Lean, two swaps with the same two initial sites are compared case by case, and `omega` derives that their layers agree.

```lean
/-- Within the first `n` layers, two swaps that exchange orbitals from the same two initial sites
belong to the same layer. -/
theorem meeting_unique {k i k' i' : ℕ} (hk' : k' < n) (hi' : i' + 1 < n)
    (hpar : i % 2 = k % 2) (hpar' : i' % 2 = k' % 2)
    (h1 : origin n k i = origin n k' i')
    (h2 : origin n k (i + 1) = origin n k' (i' + 1)) : k = k' := by
  unfold origin at h1 h2
  split_ifs at h1 h2 <;> omega
```

**Q:** So read me the final theorem.

**A:** Let `a` be injective, meaning that the orbitals are distinct. First, `order a n i = a i.rev`: after $n$ layers, site $i$ holds the orbital that started at the mirrored site $n-1-i$. Second, for any two different initial sites `p` and `q`, there is exactly one `k` with `k < n` and `Exchanged a k (a p) (a q)`. The proof treats $p<q$ with the lemmas above and gets $q<p$ from the symmetry of being exchanged. For $n=0$ or $n=1$ there are no pairs, and the reversal changes nothing.

```lean
/-- The swap network on `n` distinct orbitals: after `n` layers their order is reversed,
and every pair of orbitals is exchanged, as neighbours, in exactly one of the layers. -/
theorem swap_network (a : Fin n → α) (ha : Function.Injective a) :
    (∀ i, order a n i = a i.rev) ∧
    ∀ p q : Fin n, p ≠ q → ∃! k, k < n ∧ Exchanged a k (a p) (a q) := by
  have key : ∀ p q : Fin n, p.val < q.val →
      ∃! k, k < n ∧ Exchanged a k (a p) (a q) := by
    intro p q hpq
    obtain ⟨k, i, hk, hi, hpar, h1, h2⟩ := exists_meeting hpq q.isLt
    refine ⟨k, ⟨hk, (exchanged_iff ha hk hpq).2 ⟨i, hi, hpar, h1, h2⟩⟩, ?_⟩
    rintro k' ⟨hk', h'⟩
    obtain ⟨i', -, hpar', h1', h2'⟩ := (exchanged_iff ha hk' hpq).1 h'
    exact meeting_unique hk hi hpar' hpar (h1'.trans h1.symm) (h2'.trans h2.symm)
  refine ⟨fun i => ?_, fun p q hne => ?_⟩
  · rw [order_eq a n le_rfl]
    refine congrArg a (Fin.ext ?_)
    rw [Fin.val_rev]
    show origin n n i.val = n - (i.val + 1)
    have hi := i.isLt
    unfold origin
    split_ifs <;> omega
  · rcases Nat.lt_or_gt_of_ne (fun h => hne (Fin.ext h)) with h | h
    · exact key p q h
    · -- being exchanged is symmetric in the two orbitals
      obtain ⟨k, ⟨hk, i, j, h1, h2, h3⟩, hu⟩ := key q p h
      refine ⟨k, ⟨hk, i, j, h1, h2, h3.symm⟩, ?_⟩
      rintro k' ⟨hk', i', j', h1', h2', h3'⟩
      exact hu k' ⟨hk', i', j', h1', h2', h3'.symm⟩
```

**Q:** Are all $n$ layers needed? For two orbitals, the second layer does nothing.

**A:** True, but from $n=3$ on this timetable needs its last layer. The orbitals starting at sites 1 and 2 belong to the odd-even row, which gives $k=n-1$ and $i=n-3$. They first move apart and meet only at the end, as B and C did above. This concerns the given schedule; it is not a lower bound for every conceivable circuit.

```lean
/-- For `n ≥ 3`, the orbitals that start at sites `1` and `2` (counted from `0`) are
exchanged in the last of the `n` layers and in no earlier one. -/
theorem last_layer_needed (a : Fin n → α) (ha : Function.Injective a) (hn : 3 ≤ n)
    {k : ℕ} (hk : k < n) :
    Exchanged a k (a ⟨1, by omega⟩) (a ⟨2, by omega⟩) ↔ k = n - 1 := by
  rw [exchanged_iff ha hk (show (1 : ℕ) < 2 by norm_num)]
  constructor
  · rintro ⟨i, hi, hpar, h1, h2⟩
    change origin n k i = 1 at h1
    change origin n k (i + 1) = 2 at h2
    unfold origin at h1 h2
    split_ifs at h1 h2 <;> omega
  · intro h
    refine ⟨n - 3, by omega, by omega, ?_, ?_⟩
    · show origin n k (n - 3) = 1
      unfold origin
      split_ifs <;> omega
    · show origin n k (n - 3 + 1) = 2
      unfold origin
      split_ifs <;> omega

end FermionicSwapNetwork
```

```lean
#print axioms FermionicSwapNetwork.layer_swaps
-- 'FermionicSwapNetwork.layer_swaps' depends on axioms: [propext, Quot.sound]
#print axioms FermionicSwapNetwork.swap_network
-- 'FermionicSwapNetwork.swap_network' depends on axioms: [propext, Classical.choice, Quot.sound]
#print axioms FermionicSwapNetwork.last_layer_needed
-- 'FermionicSwapNetwork.last_layer_needed' depends on axioms: [propext, Classical.choice, Quot.sound]
```

**Q:** My main doubt remains. The namespace says `FermionicSwapNetwork`, yet I see no fermions.

**A:** You are right: the theorems concern the routing of labels, with no Hilbert space, gates or signs. The fermionic part enters through the gate chosen for each swap. A fermionic swap exchanges two neighbouring modes and gives a factor $-1$ when both are occupied, so the Jordan–Wigner order follows the current arrangement. A number-conserving hopping or density–density term between neighbours then acts on just two qubits. Terms on three or four different orbitals, which a general Coulomb interaction contains, are not covered by this pairwise guarantee, and gate errors are absent from the model.

**Q:** Would a different model have served as well?

**A:** Each layer could be a permutation of the sites, with the network as their product. Labels and the injectivity hypothesis would disappear. Once the reversal was proved, "exactly once" would follow by counting: reversal requires each of the $n(n-1)/2$ pairs to be swapped at least once, and the $n$ layers contain exactly $n(n-1)/2$ swaps. That argument is shorter, but it doesn't say in which layer a given pair meets. The path formula does: it gives directly the layer and the sites at which the interaction gate for a given pair can be placed.
